# For orbitals cut off at E, the ultrasoft density beyond 4E comes only from augmentation

An ultrasoft pseudopotential relaxes norm conservation: the orbitals become smoother, and augmentation functions Q_ij restore the missing charge near the atoms. The orbitals then need fewer plane waves, but how far must the density extend in reciprocal space?

Let T(k) = |k|²/2 be the kinetic energy of a plane wave in atomic units, and let c(k) be the finitely many nonzero coefficients of an orbital ψ, with c(k) = 0 for T(k) > E. With projectors β_i and p_i = ⟨β_i|ψ⟩, the augmented density is

n_aug(G) = n(G) + Σ_ij ρ_ij Q_ij(G),

n(G) = Σ_k conj(c(k)) c(k+G),  ρ_ij = conj(p_i) p_j.

The smooth part n(G) vanishes for T(G) > 4E, so only the Q term remains there.

## Two cutoffs in a plane-wave code

For orbitals with a finite plane-wave cutoff E, storing the smooth density up to 4E loses none of its coefficients. The coefficients of the augmented density above 4E come from the augmentation charge alone, so raising a density cutoff beyond 4E adds nothing to the smooth part. A higher cutoff may still improve other quantities computed from the density, such as the exchange-correlation energy.

## From momentum transfer to the hardness of Q

Since G = (k+G) − k, the triangle inequality gives |G| ≤ |k+G| + |k|. Squaring and using (x+y)² ≤ 2x² + 2y²,

T(G) ≤ 2 [T(k) + T(k+G)].

If T(G) > 4E, then k and k+G cannot both lie within the cutoff. Every term of n(G) has a zero factor, so n(G) = 0.

The bound is sharp. Take k ≠ 0, E = T(k), and amplitudes a at k and b at −k. The term at −k contributes conj(b)·a to n(2k); the term at k contains c(3k) = 0. Hence n(2k) = conj(b)·a, at T(2k) = 4E. For a = b = 1/√2 this is 1/2.

For bands m with occupations f_m, beyond 4E,

Σ_m f_m n_aug,m(G) = Σ_ij (Σ_m f_m ρ_ij,m) Q_ij(G).

Now let D ≥ 4E, and suppose that orbitals within the cutoff can produce every set of projections p. If all Q_ij vanish above D, so do all augmented densities. Conversely, suppose the densities vanish there, fix G with T(G) > D, and define

B(p,q) = Σ_ij conj(p_i) q_j Q_ij(G).

Then B(p,p) = 0 for all p. Expanding B(p+zq, p+zq) = 0 leaves

z B(p,q) + conj(z) B(q,p) = 0.

The choice z = 1 gives B(p,q) + B(q,p) = 0, and z = i gives B(p,q) − B(q,p) = 0. Thus B(p,q) = 0, and unit vectors for p and q give Q_ij(G) = 0.

The assumption on projections means that the projectors, restricted to the plane waves within the cutoff, are linearly independent. Without it the converse can fail. As an artificial example, not a real pseudopotential, take β_1 = β_2, Q_11 = −Q_22 = g and Q_12 = Q_21 = 0, with g nonzero somewhere above D. Then ρ_11 = ρ_22, and the augmentation cancels for every orbital although Q does not vanish. The Lean code contains no theorem for this example.

## The Lean source

```lean
import Mathlib

open ComplexConjugate

namespace UltrasoftDensity

noncomputable section

variable {d : ℕ} {L : AddSubgroup (EuclideanSpace ℝ (Fin d))}
variable {ι : Type*} [Fintype ι]

/-- Kinetic energy `|k|²/2` of a plane wave, in atomic units. -/
def kinetic (k : L) : ℝ := ‖(k : EuclideanSpace ℝ (Fin d))‖ ^ 2 / 2

/-- The orbital `c` contains no plane wave of kinetic energy above `E`. -/
def WithinCutoff (E : ℝ) (c : L →₀ ℂ) : Prop := ∀ k, E < kinetic k → c k = 0

/-- Fourier coefficient at `G` of the smooth density of the orbital `c`. -/
def smoothDensity (c : L →₀ ℂ) (G : L) : ℂ :=
  ∑ k ∈ c.support, conj (c k) * c (k + G)

/-- The projection `⟨β|ψ⟩` of the orbital with coefficients `c` on the projector `β`. -/
def projection (β : L → ℂ) (c : L →₀ ℂ) : ℂ := ∑ k ∈ c.support, conj (β k) * c k

/-- The occupancy `ρ_ij = ⟨ψ|β_i⟩⟨β_j|ψ⟩` of a pair of projectors. -/
def occupancy (β : ι → L → ℂ) (c : L →₀ ℂ) (i j : ι) : ℂ :=
  conj (projection (β i) c) * projection (β j) c

/-- The augmented density: smooth density plus `∑ ρ_ij Q_ij(G)`. -/
def augmentedDensity (β : ι → L → ℂ) (Q : ι → ι → L → ℂ) (c : L →₀ ℂ) (G : L) : ℂ :=
  smoothDensity c G + ∑ i, ∑ j, occupancy β c i j * Q i j G

/-- Every set of values of the projections is reached by some orbital within the cutoff `E`. -/
def ResolvesProjectors (E : ℝ) (β : ι → L → ℂ) : Prop :=
  ∀ p : ι → ℂ, ∃ c : L →₀ ℂ, WithinCutoff E c ∧ ∀ i, projection (β i) c = p i

/-- The orbital made of the two opposite plane waves `k` and `-k` with amplitudes `a` and `b`. -/
def twoWave (k : L) (a b : ℂ) : L →₀ ℂ := Finsupp.single k a + Finsupp.single (-k) b

/-- The kinetic energy of a momentum transfer `G` is at most twice the sum of the kinetic
energies of the two plane waves it connects. -/
theorem kinetic_transfer_le (k G : L) :
    kinetic G ≤ 2 * (kinetic k + kinetic (k + G)) := by
  have h := norm_sub_le ((k + G : L) : EuclideanSpace ℝ (Fin d)) (k : EuclideanSpace ℝ (Fin d))
  have e : ((k + G : L) : EuclideanSpace ℝ (Fin d)) - (k : EuclideanSpace ℝ (Fin d)) = G := by
    rw [AddSubgroup.coe_add]; abel
  rw [e] at h
  have h2 := pow_le_pow_left₀ (norm_nonneg _) h 2
  unfold kinetic
  nlinarith [sq_nonneg (‖((k + G : L) : EuclideanSpace ℝ (Fin d))‖
    - ‖(k : EuclideanSpace ℝ (Fin d))‖)]

/-- The smooth density of an orbital with cutoff `E` vanishes beyond kinetic energy `4E`. -/
theorem smoothDensity_eq_zero {E : ℝ} {c : L →₀ ℂ} (hc : WithinCutoff E c) {G : L}
    (hG : 4 * E < kinetic G) : smoothDensity c G = 0 := by
  unfold smoothDensity
  refine Finset.sum_eq_zero fun k _ => ?_
  by_cases h1 : E < kinetic k
  · rw [hc k h1, map_zero, zero_mul]
  by_cases h2 : E < kinetic (k + G)
  · rw [hc _ h2, mul_zero]
  -- both waves within the cutoff would force `kinetic G` to be at most `4E`
  exfalso
  have h := kinetic_transfer_le k G
  linarith [not_lt.mp h1, not_lt.mp h2]

/-- Sharpness: for `k ≠ 0` the waves `k` and `-k` lie within the cutoff `E = |k|²/2`, and their
smooth density at `2k`, of kinetic energy exactly `4E`, is `conj b * a`. -/
theorem smoothDensity_sharp {k : L} (hk : k ≠ 0) (a b : ℂ) :
    WithinCutoff (kinetic k) (twoWave k a b) ∧ kinetic (k + k) = 4 * kinetic k ∧
      smoothDensity (twoWave k a b) (k + k) = conj b * a := by
  classical
  have e : ∀ q, twoWave k a b q = (if k = q then a else 0) + (if -k = q then b else 0) :=
    fun q => by rw [twoWave, Finsupp.add_apply, Finsupp.single_apply, Finsupp.single_apply]
  have hv : (k : EuclideanSpace ℝ (Fin d)) ≠ 0 := fun h => hk (Subtype.ext h)
  refine ⟨fun q hq => ?_, ?_, ?_⟩
  · have n1 : k ≠ q := by
      rintro rfl
      exact lt_irrefl _ hq
    have n2 : -k ≠ q := by
      rintro rfl
      simp [kinetic] at hq
    rw [e, if_neg n1, if_neg n2, add_zero]
  · have h2 : ‖(2 : ℝ)‖ = 2 := by norm_num
    unfold kinetic
    rw [AddSubgroup.coe_add, ← two_smul ℝ (k : EuclideanSpace ℝ (Fin d)), norm_smul, h2]
    ring
  · -- the waves `k`, `-k` and `3k` are distinct
    have h1 : k ≠ -k := fun h => hv (by
      have h' : (k : EuclideanSpace ℝ (Fin d)) = -k := congrArg Subtype.val h
      linear_combination (norm := module) (1 / 2 : ℝ) • h')
    have h3 : k ≠ k + (k + k) := fun h => hv (by
      have h' : (k : EuclideanSpace ℝ (Fin d)) = k + (k + k) := congrArg Subtype.val h
      linear_combination (norm := module) (-1 / 2 : ℝ) • h')
    have h4 : -k ≠ k + (k + k) := fun h => hv (by
      have h' : -(k : EuclideanSpace ℝ (Fin d)) = k + (k + k) := congrArg Subtype.val h
      linear_combination (norm := module) (-1 / 4 : ℝ) • h')
    have v1 : twoWave k a b (-k) = b := by rw [e, if_neg h1, if_pos rfl, zero_add]
    have v2 : twoWave k a b k = a := by rw [e, if_pos rfl, if_neg h1.symm, add_zero]
    have v3 : twoWave k a b (k + (k + k)) = 0 := by rw [e, if_neg h3, if_neg h4, add_zero]
    have s : -k + (k + k) = k := by abel
    unfold smoothDensity
    rw [Finset.sum_eq_single (-k)]
    · rw [s, v1, v2]
    · intro q _ hne
      by_cases hqk : q = k
      · rw [hqk, v3, mul_zero]
      · rw [e q, if_neg (Ne.symm hqk), if_neg (Ne.symm hne), add_zero, map_zero, zero_mul]
    · intro h
      rw [Finsupp.notMem_support_iff.mp h, map_zero, zero_mul]

/-- Beyond `4E` the augmented density of bands within the cutoff `E`, with occupations `f`, is `∑
ρ_ij Q_ij(G)`, with `ρ_ij` summed over the bands with weights `f`. -/
theorem augmentedDensity_bands {B : Type*} [Fintype B] {E : ℝ} (β : ι → L → ℂ)
    (Q : ι → ι → L → ℂ) (f : B → ℝ) {c : B → L →₀ ℂ} (hc : ∀ n, WithinCutoff E (c n))
    {G : L} (hG : 4 * E < kinetic G) :
    ∑ n, (f n : ℂ) * augmentedDensity β Q (c n) G =
      ∑ i, ∑ j, (∑ n, (f n : ℂ) * occupancy β (c n) i j) * Q i j G := by
  have h : ∀ n, augmentedDensity β Q (c n) G = ∑ i, ∑ j, occupancy β (c n) i j * Q i j G :=
    fun n => by rw [augmentedDensity, smoothDensity_eq_zero (hc n) hG, zero_add]
  simp only [h, Finset.mul_sum, Finset.sum_mul]
  rw [Finset.sum_comm]
  refine Finset.sum_congr rfl fun i _ => ?_
  rw [Finset.sum_comm]
  exact Finset.sum_congr rfl fun j _ => Finset.sum_congr rfl fun n _ => by ring

/-- Polarization: if `∑ conj(p_i) p_j M_ij` vanishes for all complex `p`, then `M = 0`. -/
theorem coefficients_eq_zero (M : ι → ι → ℂ)
    (h : ∀ p : ι → ℂ, ∑ i, ∑ j, conj (p i) * p j * M i j = 0) (i j : ι) : M i j = 0 := by
  classical
  obtain ⟨B, hB⟩ : ∃ B : (ι → ℂ) → (ι → ℂ) → ℂ,
      ∀ p q, B p q = ∑ i, ∑ j, conj (p i) * q j * M i j := ⟨_, fun _ _ => rfl⟩
  have h0 : ∀ p, B p p = 0 := fun p => (hB p p).trans (h p)
  have expand : ∀ (p q : ι → ℂ) (z : ℂ), B (fun i => p i + z * q i) (fun i => p i + z * q i) =
      B p p + z * B p q + conj z * B q p + conj z * z * B q q := by
    intro p q z
    simp only [hB, Finset.mul_sum, ← Finset.sum_add_distrib, map_add, map_mul]
    exact Finset.sum_congr rfl fun i _ => Finset.sum_congr rfl fun j _ => by ring
  -- relative phases `1` and `i` isolate the cross term
  have cross : ∀ p q, B p q = 0 := by
    intro p q
    have h1 := expand p q 1
    have h2 := expand p q Complex.I
    simp only [h0, map_one, Complex.conj_I] at h1 h2
    linear_combination (-1 / 2) * h1 + Complex.I / 2 * h2 + (B p q - B q p) / 2 * Complex.I_sq
  have key : B (fun a => if a = i then 1 else 0) (fun a => if a = j then 1 else 0) = M i j := by
    rw [hB, Finset.sum_eq_single i, Finset.sum_eq_single j] <;> simp +contextual
  rw [← key, cross]

/-- Hardness of the augmented density: for `D ≥ 4E` and projectors resolved within the cutoff `E`,
the augmented densities of all orbitals within that cutoff vanish above `D` exactly when all `Q_ij`
do. -/
theorem augmentedDensity_hardness {E D : ℝ} (hD : 4 * E ≤ D) {β : ι → L → ℂ}
    (hβ : ResolvesProjectors E β) (Q : ι → ι → L → ℂ) :
    (∀ c, WithinCutoff E c → ∀ G, D < kinetic G → augmentedDensity β Q c G = 0) ↔
      ∀ i j G, D < kinetic G → Q i j G = 0 := by
  constructor
  · intro h i j G hG
    refine coefficients_eq_zero (fun i j => Q i j G) (fun p => ?_) i j
    obtain ⟨c, hc, hp⟩ := hβ p
    have h1 := h c hc G hG
    rw [augmentedDensity, smoothDensity_eq_zero hc (lt_of_le_of_lt hD hG), zero_add] at h1
    simpa only [occupancy, hp] using h1
  · intro h c hc G hG
    rw [augmentedDensity, smoothDensity_eq_zero hc (lt_of_le_of_lt hD hG), zero_add]
    exact Finset.sum_eq_zero fun i _ => Finset.sum_eq_zero fun j _ => by
      rw [h i j G hG, mul_zero]

/-- Projectors onto distinct plane waves within the cutoff are resolved. -/
theorem resolvesProjectors_witness {E : ℝ} {k : ι → L} (hk : Function.Injective k)
    (hE : ∀ i, kinetic (k i) ≤ E) :
    ResolvesProjectors E (fun i => ⇑(Finsupp.single (k i) (1 : ℂ))) := by
  classical
  intro p
  -- the orbital with amplitude `p i` on the wave `k i`
  refine ⟨Finsupp.onFinset (Finset.univ.image k)
    (fun q => ∑ i, if k i = q then p i else 0) ?_, ?_, ?_⟩
  · intro q hq
    obtain ⟨i, _, hi⟩ := Finset.exists_ne_zero_of_sum_ne_zero hq
    have hiq : k i = q := by
      by_contra h
      exact hi (if_neg h)
    exact Finset.mem_image.mpr ⟨i, Finset.mem_univ i, hiq⟩
  · intro q hq
    rw [Finsupp.onFinset_apply]
    refine Finset.sum_eq_zero fun i _ => if_neg fun h => ?_
    rw [← h] at hq
    exact not_le_of_gt hq (hE i)
  · intro i
    unfold projection
    rw [Finset.sum_eq_single (k i)]
    · simp [Finsupp.onFinset_apply, hk.eq_iff]
    · intro q _ hq
      simp [Ne.symm hq]
    · intro h
      rw [Finsupp.notMem_support_iff.mp h, mul_zero]

end

end UltrasoftDensity
```

```lean
#print axioms UltrasoftDensity.smoothDensity_sharp
#print axioms UltrasoftDensity.augmentedDensity_bands
#print axioms UltrasoftDensity.augmentedDensity_hardness
```

```
'UltrasoftDensity.smoothDensity_sharp' depends on axioms: [propext, Classical.choice, Quot.sound]
'UltrasoftDensity.augmentedDensity_bands' depends on axioms: [propext, Classical.choice, Quot.sound]
'UltrasoftDensity.augmentedDensity_hardness' depends on axioms: [propext, Classical.choice, Quot.sound]
```

## How the Lean statements and proofs match the derivation

`L` is any additive subgroup of ℝ^d, which includes every lattice. An orbital is a finitely supported function `L →₀ ℂ`, and `WithinCutoff` imposes its cutoff. `ResolvesProjectors` is the assumption on projections; `resolvesProjectors_witness` shows that projectors onto distinct plane waves within the cutoff satisfy it, by placing amplitude p_i on the i-th wave.

`kinetic_transfer_le` is the inequality for T(G), where `nlinarith` receives the square (x−y)² ≥ 0. `smoothDensity_eq_zero` splits each term by which wave exceeds the cutoff. `smoothDensity_sharp` isolates the term at −k with `Finset.sum_eq_single`. `augmentedDensity_bands` exchanges the sums over bands and projectors. `coefficients_eq_zero` is the polarization step, and `augmentedDensity_hardness` combines it with the vanishing smooth part.

## Exact zeros, not convergence errors

The hardness theorem concerns exact vanishing above D. The augmentation functions of real pseudopotentials are confined to spheres around the atoms. When such a sphere fits inside the unit cell, a nonzero Q_ij has nonzero coefficients above every finite D, so in practice the density cutoff has to be converged. The theorem gives no error estimate for a Q_ij that merely decays, and none for truncation or interpolation on a real-space grid.

The functions `Q` are arbitrary: nothing ties them to atomic partial waves or makes them restore the correct charge. Orbitals need not be normalised, satisfy generalised orthonormality or solve the Kohn–Sham equations. The occupancies are computed from the orbitals, while the band occupations `f` are arbitrary real numbers.
